# Eigenvalues of the three-point finite-difference Hamiltonian lie between min V and max V + 2/h²

A Chebyshev expansion of the propagator is set up by mapping an interval containing every eigenvalue of the Hamiltonian onto $[-1,1]$, where the polynomials are bounded by one. If that interval is guessed too small, the polynomials are evaluated outside $[-1,1]$, where they grow exponentially with their order, so the usual truncation estimate no longer applies and rounding errors can be amplified. For one particle on a finite, uniform one-dimensional grid of spacing $h>0$ with hard walls and a real potential $V$, Gershgorin's discs supply such an interval without diagonalisation: the one in the title, written in units where $\hbar=m=1$.

```lean
import Mathlib

open Matrix Finset

namespace FiniteDifferenceGershgorin

noncomputable section

/-- Nearest-neighbour pattern of a chain of `n` grid points with open ends:
`1` if `j = i + 1` or `j = i - 1`, and `0` otherwise. -/
def adj {n : ℕ} (i j : Fin n) : ℝ :=
  (if i.val + 1 = j.val then 1 else 0) + (if j.val + 1 = i.val then 1 else 0)

/-- Finite-difference Hamiltonian on `n` grid points of spacing `h`: diagonal
`1/h² + V i`, neighbour entries `-1/(2h²)`, zero elsewhere. -/
def fdHam {n : ℕ} (h : ℝ) (V : Fin n → ℝ) : Matrix (Fin n) (Fin n) ℂ :=
  Matrix.of fun i j =>
    (((if i = j then 1 / h ^ 2 + V i else 0) - 1 / (2 * h ^ 2) * adj i j : ℝ) : ℂ)

/-- `μ` is an eigenvalue of `A`: there is a nonzero vector `v` with `A v = μ v`. -/
def IsEigenvalue {m : Type*} [Fintype m] (A : Matrix m m ℂ) (μ : ℂ) : Prop :=
  ∃ v : m → ℂ, v ≠ 0 ∧ A *ᵥ v = μ • v

/-- Gershgorin's theorem: every eigenvalue of a complex matrix lies in a disc centred at
some diagonal entry, with radius the sum of the off-diagonal moduli of that row. -/
theorem gershgorin {m : Type*} [Fintype m] [DecidableEq m] (A : Matrix m m ℂ) (μ : ℂ)
    (hμ : IsEigenvalue A μ) :
    ∃ i, ‖μ - A i i‖ ≤ ∑ j ∈ univ.erase i, ‖A i j‖ := by
  obtain ⟨v, hv, hA⟩ := hμ
  obtain ⟨k, hk⟩ := Function.ne_iff.mp hv
  have hk' : v k ≠ 0 := hk
  -- the site where the amplitude is largest
  obtain ⟨i, -, hi⟩ := Finset.exists_max_image univ (fun j => ‖v j‖) ⟨k, mem_univ k⟩
  have hpos : 0 < ‖v i‖ := lt_of_lt_of_le (norm_pos_iff.mpr hk') (hi k (mem_univ k))
  have hrow : ∑ j, A i j * v j = μ * v i := by
    have h0 := congrFun hA i
    simpa [mulVec, dotProduct] using h0
  rw [← Finset.add_sum_erase _ _ (mem_univ i)] at hrow
  have heq : (μ - A i i) * v i = ∑ j ∈ univ.erase i, A i j * v j := by
    linear_combination -hrow
  refine ⟨i, le_of_mul_le_mul_right ?_ hpos⟩
  calc ‖μ - A i i‖ * ‖v i‖ = ‖∑ j ∈ univ.erase i, A i j * v j‖ := by
        rw [← norm_mul, heq]
    _ ≤ ∑ j ∈ univ.erase i, ‖A i j * v j‖ := norm_sum_le _ _
    _ ≤ ∑ j ∈ univ.erase i, ‖A i j‖ * ‖v i‖ := by
        refine Finset.sum_le_sum fun j _ => ?_
        rw [norm_mul]
        exact mul_le_mul_of_nonneg_left (hi j (mem_univ j)) (norm_nonneg _)
    _ = (∑ j ∈ univ.erase i, ‖A i j‖) * ‖v i‖ := by rw [Finset.sum_mul]

/-- Every eigenvalue of a Hermitian matrix has zero imaginary part. -/
theorem im_eq_zero_of_hermitian {m : Type*} [Fintype m] (A : Matrix m m ℂ)
    (hA : A.IsHermitian) (μ : ℂ) (hμ : IsEigenvalue A μ) : μ.im = 0 := by
  obtain ⟨v, hv, hAv⟩ := hμ
  have hs : star v ⬝ᵥ v ≠ 0 := by
    open scoped ComplexOrder in
    exact fun h0 => hv (dotProduct_star_self_eq_zero.mp h0)
  -- evaluate v† A v with A acting to the right and to the left
  have h1 : star v ⬝ᵥ A *ᵥ v = μ * (star v ⬝ᵥ v) := by
    rw [hAv, dotProduct_smul, smul_eq_mul]
  have h3 : star v ᵥ* A = star (A *ᵥ v) := by
    rw [Matrix.star_mulVec, hA.eq]
  have h2 : star v ⬝ᵥ A *ᵥ v = star μ * (star v ⬝ᵥ v) := by
    rw [Matrix.dotProduct_mulVec, h3, hAv, star_smul, smul_dotProduct, smul_eq_mul]
  have h4 : star μ = μ := mul_right_cancel₀ hs (h2.symm.trans h1)
  exact Complex.conj_eq_iff_im.mp h4

/-- Each grid point has at most two neighbours. -/
theorem sum_adj_le_two {n : ℕ} (i : Fin n) : ∑ j, adj i j ≤ 2 := by
  have key : ∀ (p : Fin n → Prop) [DecidablePred p], (∀ a b, p a → p b → a = b) →
      ∑ j, (if p j then (1 : ℝ) else 0) ≤ 1 := by
    intro p _ hp
    rw [Finset.sum_boole]
    have hc : (univ.filter p).card ≤ 1 :=
      Finset.card_le_one.mpr fun a ha b hb =>
        hp a b (Finset.mem_filter.mp ha).2 (Finset.mem_filter.mp hb).2
    exact_mod_cast hc
  have h1 := key (fun j => i.val + 1 = j.val) (fun a b ha hb => Fin.ext (by omega))
  have h2 := key (fun j => j.val + 1 = i.val) (fun a b ha hb => Fin.ext (by omega))
  unfold adj
  rw [Finset.sum_add_distrib]
  linarith

/-- The finite-difference Hamiltonian with a real potential is Hermitian. -/
theorem fdHam_isHermitian {n : ℕ} (h : ℝ) (V : Fin n → ℝ) : (fdHam h V).IsHermitian := by
  ext i j
  rw [conjTranspose_apply]
  simp only [fdHam, Matrix.of_apply]
  rw [Complex.star_def, Complex.conj_ofReal]
  have hadj : adj j i = adj i j := add_comm _ _
  rw [hadj]
  by_cases hij : i = j
  · subst hij
    rfl
  · rw [if_neg hij, if_neg (Ne.symm hij)]

/-- For every eigenvalue `μ` there is a grid point `i` with `0 ≤ h² (Re μ - V i) ≤ 2`. -/
theorem eigenvalue_local_band {n : ℕ} (h : ℝ) (hh : 0 < h) (V : Fin n → ℝ) (μ : ℂ)
    (hμ : IsEigenvalue (fdHam h V) μ) :
    ∃ i, 0 ≤ h ^ 2 * (μ.re - V i) ∧ h ^ 2 * (μ.re - V i) ≤ 2 := by
  obtain ⟨i, hi⟩ := gershgorin _ μ hμ
  have hh2 : 0 < h ^ 2 := by positivity
  have hc : 0 ≤ 1 / (2 * h ^ 2) := by positivity
  have hadj0 : ∀ j, 0 ≤ adj i j := by
    intro j
    unfold adj
    split_ifs <;> norm_num
  -- centre of the disc
  have hd : (fdHam h V i i).re = 1 / h ^ 2 + V i := by
    have h0 : adj i i = 0 := by simp [adj]
    simp only [fdHam, Matrix.of_apply, Complex.ofReal_re, h0, if_true, mul_zero, sub_zero]
  -- radius of the disc
  have hr : ∑ j ∈ univ.erase i, ‖fdHam h V i j‖ ≤ 1 / h ^ 2 := by
    calc ∑ j ∈ univ.erase i, ‖fdHam h V i j‖
        = ∑ j ∈ univ.erase i, 1 / (2 * h ^ 2) * adj i j := by
          refine Finset.sum_congr rfl fun j hj => ?_
          have hij : i ≠ j := (Finset.ne_of_mem_erase hj).symm
          simp only [fdHam, Matrix.of_apply]
          rw [if_neg hij, Complex.norm_real, Real.norm_eq_abs, zero_sub, abs_neg,
            abs_of_nonneg (mul_nonneg hc (hadj0 j))]
      _ ≤ ∑ j, 1 / (2 * h ^ 2) * adj i j :=
          Finset.sum_le_sum_of_subset_of_nonneg (Finset.subset_univ _)
            fun j _ _ => mul_nonneg hc (hadj0 j)
      _ = 1 / (2 * h ^ 2) * ∑ j, adj i j := by rw [Finset.mul_sum]
      _ ≤ 1 / (2 * h ^ 2) * 2 := mul_le_mul_of_nonneg_left (sum_adj_le_two i) hc
      _ = 1 / h ^ 2 := by ring
  have habs : |μ.re - (1 / h ^ 2 + V i)| ≤ 1 / h ^ 2 := by
    have h0 := Complex.abs_re_le_norm (μ - fdHam h V i i)
    rw [Complex.sub_re, hd] at h0
    linarith
  obtain ⟨hlo, hhi⟩ := abs_le.mp habs
  have hinv : h ^ 2 * (1 / h ^ 2) = 1 := mul_one_div_cancel hh2.ne'
  refine ⟨i, mul_nonneg hh2.le (by linarith), ?_⟩
  calc h ^ 2 * (μ.re - V i) ≤ h ^ 2 * (2 * (1 / h ^ 2)) :=
        mul_le_mul_of_nonneg_left (by linarith) hh2.le
    _ = 2 := by linear_combination 2 * hinv

/-- Every eigenvalue of the finite-difference Hamiltonian is real and lies between
`min V` and `max V + 2/h²`. -/
theorem eigenvalue_mem_interval {n : ℕ} [NeZero n] (h : ℝ) (hh : 0 < h) (V : Fin n → ℝ)
    (μ : ℂ) (hμ : IsEigenvalue (fdHam h V) μ) :
    μ.im = 0 ∧ univ.inf' univ_nonempty V ≤ μ.re ∧
      μ.re ≤ univ.sup' univ_nonempty V + 2 / h ^ 2 := by
  obtain ⟨i, hlo, hhi⟩ := eigenvalue_local_band h hh V μ hμ
  have hh2 : 0 < h ^ 2 := by positivity
  have hmin : univ.inf' univ_nonempty V ≤ V i := Finset.inf'_le V (mem_univ i)
  have hmax : V i ≤ univ.sup' univ_nonempty V := Finset.le_sup' V (mem_univ i)
  have h1 : 0 ≤ μ.re - V i := by
    refine le_of_mul_le_mul_left ?_ hh2
    rw [mul_zero]
    exact hlo
  have h2 : μ.re - V i ≤ 2 / h ^ 2 := by
    rw [le_div_iff₀ hh2, mul_comm]
    exact hhi
  exact ⟨im_eq_zero_of_hermitian _ (fdHam_isHermitian h V) μ hμ, by linarith, by linarith⟩

/-- If a real energy `E` has `h² (E - V i)` below `0` or above `2` at every grid point, then
`H ψ = E ψ` has only the solution `ψ = 0`. -/
theorem no_solution_outside_bands {n : ℕ} (h : ℝ) (hh : 0 < h) (V : Fin n → ℝ) (E : ℝ)
    (hE : ∀ i, h ^ 2 * (E - V i) < 0 ∨ 2 < h ^ 2 * (E - V i))
    (ψ : Fin n → ℂ) (hψ : fdHam h V *ᵥ ψ = (E : ℂ) • ψ) : ψ = 0 := by
  by_contra hne
  obtain ⟨i, hlo, hhi⟩ := eigenvalue_local_band h hh V (E : ℂ) ⟨ψ, hne, hψ⟩
  rw [Complex.ofReal_re] at hlo hhi
  rcases hE i with h1 | h1 <;> linarith

end

end FiniteDifferenceGershgorin
```

```lean
#print axioms FiniteDifferenceGershgorin.eigenvalue_mem_interval
#print axioms FiniteDifferenceGershgorin.no_solution_outside_bands
```

```
'FiniteDifferenceGershgorin.eigenvalue_mem_interval' depends on axioms: [propext, Classical.choice, Quot.sound]
'FiniteDifferenceGershgorin.no_solution_outside_bands' depends on axioms: [propext, Classical.choice, Quot.sound]
```

## The grid Hamiltonian and the statements about it

With $\hbar=m=1$ the Hamiltonian is $-\tfrac12\,d^2/dx^2+V$. On $n$ points labelled $i=0,\dots,n-1$, as in `Fin n`, with amplitudes $\psi_i$ and potential values $V_i$, the three-point second difference gives

$$(H\psi)_i=-\frac{\psi_{i+1}-2\psi_i+\psi_{i-1}}{2h^2}+V_i\psi_i ,\qquad \psi_{-1}=\psi_n=0 .$$

Hence $H_{ii}=1/h^2+V_i$ and $H_{i,i\pm1}=-1/(2h^2)$, which is `fdHam h V`. The pattern `adj i j` compares `i.val + 1` with `j.val` as natural numbers, so nothing wraps round from $n-1$ to $0$; this encodes the hard walls. The type `V : Fin n → ℝ` makes the potential real, excluding absorbing potentials, and `hh : 0 < h` says that the spacing is a positive length.

`IsEigenvalue A μ` means $Av=\mu v$ for some complex vector $v\neq0$ and complex $\mu$, so reality of the energy is a conclusion. The vector need not be normalised, since scaling $v$ leaves $\mu$ unchanged.

`eigenvalue_mem_interval` states that every eigenvalue $\mu$ of $H$ has $\operatorname{Im}\mu=0$ and

$$\min_i V_i\le\operatorname{Re}\mu\le\max_i V_i+\frac{2}{h^2}.$$

The minimum and maximum are `univ.inf' univ_nonempty V` and `univ.sup' univ_nonempty V`, and `[NeZero n]` demands the one grid point they need. At $n=1$ the only eigenvalue is $V_0+1/h^2$, the midpoint of the interval. `no_solution_outside_bands` is finer: if a real energy $E$ has $h^2(E-V_i)$ outside $[0,2]$ for every $i$, then $H\psi=E\psi$ forces $\psi=0$, which also rules out as eigenvalues those energies inside the interval that fall in a gap between the bands $[V_i,\,V_i+2/h^2]$. Both theorems concern the finite matrix; they say nothing about convergence to the continuum spectrum as $h\to0$ or about sharpness of the bounds.

## The disc of the largest amplitude

Let $A$ be any finite complex matrix with $Av=\mu v$, $v\ne0$. Choose $i$ with $|v_i|$ largest, so that $|v_i|>0$. Row $i$ reads $\sum_j A_{ij}v_j=\mu v_i$, and separating the diagonal term gives $(\mu-A_{ii})v_i=\sum_{j\ne i}A_{ij}v_j$. Then

$$|\mu-A_{ii}|\,|v_i|\le\sum_{j\ne i}|A_{ij}||v_j|\le\Big(\sum_{j\ne i}|A_{ij}|\Big)|v_i| ,$$

and division by $|v_i|$ puts $\mu$ in the disc of row $i$. In `gershgorin`, `Finset.exists_max_image` picks $i$, `heq` is the separated row, the `calc` block is the displayed chain, and `le_of_mul_le_mul_right` cancels $|v_i|$.

## Reality of the eigenvalues

For $A=A^\dagger$, letting $A$ act to the right gives $v^\dagger Av=\mu\,v^\dagger v$, and letting it act to the left gives $(Av)^\dagger v=\bar\mu\,v^\dagger v$. As $v^\dagger v\neq0$, $\bar\mu=\mu$. These are `h1`, `h2` and `h4` in `im_eq_zero_of_hermitian`. `fdHam_isHermitian` supplies the hypothesis: the entries are real, and exchanging $i$ and $j$ only swaps the two terms of `adj`.

## From discs to bands

At most one $j$ satisfies $j=i+1$ and at most one satisfies $j+1=i$, so $\sum_j \mathrm{adj}_{ij}\le2$; `sum_adj_le_two` applies its inner lemma `key` to each condition. The radius of disc $i$ is therefore at most $2\cdot\frac{1}{2h^2}=1/h^2$ (`hr`), and its centre is $1/h^2+V_i$ (`hd`). Since $|\operatorname{Re}z|\le|z|$ for complex $z$,

$$\Big|\operatorname{Re}\mu-\frac1{h^2}-V_i\Big|\le\frac1{h^2},\quad\text{so}\quad 0\le\operatorname{Re}\mu-V_i\le\frac{2}{h^2}.$$

Multiplying by $h^2>0$ gives `eigenvalue_local_band`, which speaks of `μ.re` only and does not use Hermiticity. The main theorem divides by $h^2$ again, inserts $\min V\le V_i\le\max V$ (`hmin`, `hmax`), and adds reality. For the corollary, a nonzero solution $\psi$ would make $E$ an eigenvalue, and the site $i$ returned by the band lemma contradicts either branch of `hE i`.

## Two grid points

The arithmetic below is an illustration and does not appear in the Lean code. Take $n=2$, $h=1$, $V_0=0$, $V_1=3$:

$$H=\begin{pmatrix}1&-\tfrac12\\-\tfrac12&4\end{pmatrix},\qquad \mu^2-5\mu+\tfrac{15}{4}=0,\qquad \mu=\tfrac52\pm\tfrac12\sqrt{10}\approx0.919,\ 4.081 .$$

Both lie in $[0,5]$. The bands are $[0,2]$ and $[3,5]$. At $E=5/2$ one finds $h^2(E-V_0)=5/2>2$ and $h^2(E-V_1)=-1/2<0$, so the corollary applies, and indeed $\det(H-E)=-\tfrac94-\tfrac14\ne0$. Each end point has a single neighbour, so the actual radii are $1/2$, half the bound used. That each band holds exactly one level is read off from the roots: `gershgorin` places every eigenvalue in some disc and does not count how many fall in a separated group of discs.

A slip to avoid is centring the discs at $V_i$, as though all kinetic energy sat in the neighbour entries. That would give the interval from $\min V-1/h^2$ to $\max V+1/h^2$, here $[-1,4]$, which misses $4.081$. The diagonal kinetic term $1/h^2$ shifts each disc up by the bound on its radius, so that the band starts at $V_i$.
